# Splitting a logarithm of the photon mass off a Feynman-parameter integral

The lemma concerns an integral over one Feynman parameter z from 0 to 1, whose denominator is D = (1 − z)² + l²z, with l the photon mass in units of the electron mass. For every l > 0 it says that the integral of `slopeIntegrand` equals (2/3) ln(1/l) + (1 − l²)/6 plus the integral of `regularPart`, a fixed polynomial in l²/D, (1 − z)²/D and 1 − z. The identity is exact, and no limit l → 0 is taken. The attempt writes the integrand as `regularPart` plus a remainder `sing`, shows that both are integrable, and integrates `sing` through the antiderivative −(1/3) ln D + l²/(6D).

As first written in Lean, the proof fails:

```lean
import Mathlib

open Filter Topology Set MeasureTheory

namespace IntegralSlopeEq

noncomputable section

/-- The Feynman denominator at zero momentum transfer, in units of the electron mass,
with photon mass `l`. -/
def feynD (l z : ℝ) : ℝ := (1 - z) ^ 2 + l ^ 2 * z

/-- The slope integrand in the one remaining Feynman parameter `z`, for `feynD l z ≠ 0`. -/
def slopeIntegrand (l z : ℝ) : ℝ :=
  (z * (1 - z) + (1 - z) ^ 3 / 3) / feynD l z
    + (1 - 4 * z + z ^ 2) * (1 - z) ^ 3 / (6 * feynD l z ^ 2)

/-- The infrared-finite part of the slope integrand, as a polynomial in
`p = l²/D`, `q = (1-z)²/D` and `w = 1-z`. -/
def regularPart (p q w : ℝ) : ℝ :=
  p / 3 + p ^ 2 / 6 - p * q / 3 - q + w * q / 3 + q ^ 2 / 3 + w * q ^ 2 / 6

/-- A positive photon mass keeps the Feynman denominator positive for `0 ≤ z ≤ 1`. -/
theorem feynD_pos {l z : ℝ} (hl : 0 < l) (hz : z ∈ Icc (0 : ℝ) 1) : 0 < feynD l z := by
  unfold feynD
  rcases eq_or_lt_of_le hz.1 with h | h
  · rw [← h]; norm_num
  · positivity

/-- For every positive photon mass the slope integral is `(2/3)ln(1/l) + (1-l²)/6` plus the integral
of the infrared-finite part. -/
theorem integral_slope_eq {l : ℝ} (hl : 0 < l) :
    ∫ z in (0 : ℝ)..1, slopeIntegrand l z = 2 / 3 * Real.log (1 / l) + (1 - l ^ 2) / 6
      + ∫ z in (0 : ℝ)..1,
          regularPart (l ^ 2 / feynD l z) ((1 - z) ^ 2 / feynD l z) (1 - z) := by
  have hne : ∀ z ∈ uIcc (0 : ℝ) 1, feynD l z ≠ 0 := fun z hz =>
    (feynD_pos hl (by rwa [uIcc_of_le zero_le_one] at hz)).ne'
  have hc : ContinuousOn (fun z => feynD l z) (uIcc 0 1) := by
    unfold feynD; fun_prop
  let sing : ℝ → ℝ := fun z => (2 * (1 - z) - l ^ 2) / (3 * feynD l z)
    + l ^ 2 * (2 * (1 - z) - l ^ 2) / (6 * feynD l z ^ 2)
  have hs : IntervalIntegrable sing volume 0 1 := by
    apply ContinuousOn.intervalIntegrable
    exact (ContinuousOn.div (by fun_prop) (continuousOn_const.mul hc)
      (fun z hz => mul_ne_zero (by norm_num) (hne z hz))).add
      (ContinuousOn.div (by fun_prop) (continuousOn_const.mul (hc.pow 2))
      (fun z hz => mul_ne_zero (by norm_num) (pow_ne_zero 2 (hne z hz))))
  have hr : IntervalIntegrable (fun z => regularPart (l ^ 2 / feynD l z)
      ((1 - z) ^ 2 / feynD l z) (1 - z)) volume 0 1 := by
    apply ContinuousOn.intervalIntegrable
    have hP : Continuous (fun v : ℝ × ℝ × ℝ => regularPart v.1 v.2.1 v.2.2) := by
      unfold regularPart; fun_prop
    exact hP.comp_continuousOn ((continuousOn_const.div hc hne).prodMk
      ((ContinuousOn.div (by fun_prop) hc hne).prodMk (by fun_prop)))
  -- the singular part is an exact derivative
  have hint : ∫ z in (0 : ℝ)..1, sing z = 2 / 3 * Real.log (1 / l) + (1 - l ^ 2) / 6 := by
    rw [intervalIntegral.integral_eq_sub_of_hasDerivAt
      (f := fun z => -1 / 3 * Real.log (feynD l z) + l ^ 2 / 6 / feynD l z) _ hs]
    · have e1 : feynD l 1 = l ^ 2 := by simp [feynD]
      have e0 : feynD l 0 = 1 := by simp [feynD]
      simp only [e1, e0, Real.log_pow, Real.log_one, one_div, Real.log_inv]
      field_simp
      push_cast
      ring
    · intro z hz
      have hD : HasDerivAt (fun z => feynD l z) (-2 * (1 - z) + l ^ 2) z :=
        ((((hasDerivAt_id' z).const_sub 1).fun_pow 2).fun_add
          ((hasDerivAt_id' z).const_mul (l ^ 2))).congr_deriv (by norm_num <;> ring)
      have h := hne z hz
      refine (((hD.log h).const_mul (-1 / 3)).fun_add
        ((hasDerivAt_const z (l ^ 2 / 6)).fun_div hD h)).congr_deriv ?_
      simp only [sing]
      field_simp
      ring
  rw [← hint, ← intervalIntegral.integral_add hs hr]
  refine intervalIntegral.integral_congr fun z hz => ?_
  have h := hne z hz
  simp only [sing, slopeIntegrand, regularPart]
  unfold feynD at h ⊢
  field_simp
  ring

end

end IntegralSlopeEq
```

Lean reports:

```
Main.lean:53:10: error: (deterministic) timeout at `whnf`, maximum number of heartbeats (200000) has been reached

Note: Use `set_option maxHeartbeats <num>` to set the limit.

Hint: Additional diagnostic information may be available using the `set_option diagnostics true` command.
Main.lean:30:0: error: (deterministic) timeout at `whnf`, maximum number of heartbeats (200000) has been reached

Note: Use `set_option maxHeartbeats <num>` to set the limit.

Hint: Additional diagnostic information may be available using the `set_option diagnostics true` command.
```

As a diff, the version that Lean accepts:

```diff
@@ -49,8 +49,13 @@
       ((1 - z) ^ 2 / feynD l z) (1 - z)) volume 0 1 := by
     apply ContinuousOn.intervalIntegrable
-    have hP : Continuous (fun v : ℝ × ℝ × ℝ => regularPart v.1 v.2.1 v.2.2) := by
-      unfold regularPart; fun_prop
-    exact hP.comp_continuousOn ((continuousOn_const.div hc hne).prodMk
-      ((ContinuousOn.div (by fun_prop) hc hne).prodMk (by fun_prop)))
+    have hw : ContinuousOn (fun z : ℝ => 1 - z) (uIcc 0 1) := by fun_prop
+    have hp : ContinuousOn (fun z => l ^ 2 / feynD l z) (uIcc 0 1) :=
+      continuousOn_const.div hc hne
+    have hq : ContinuousOn (fun z => (1 - z) ^ 2 / feynD l z) (uIcc 0 1) :=
+      (hw.pow 2).div hc hne
+    unfold regularPart
+    exact ((((((hp.div_const 3).add ((hp.pow 2).div_const 6)).sub
+      ((hp.mul hq).div_const 3)).sub hq).add ((hw.mul hq).div_const 3)).add
+      ((hq.pow 2).div_const 3)).add ((hw.mul (hq.pow 2)).div_const 6)
   -- the singular part is an exact derivative
   have hint : ∫ z in (0 : ℝ)..1, sing z = 2 / 3 * Real.log (1 / l) + (1 - l ^ 2) / 6 := by
@@ -59,6 +64,6 @@
     · have e1 : feynD l 1 = l ^ 2 := by simp [feynD]
       have e0 : feynD l 0 = 1 := by simp [feynD]
-      simp only [e1, e0, Real.log_pow, Real.log_one, one_div, Real.log_inv]
-      field_simp
+      have e2 : l ^ 2 / 6 / l ^ 2 = 6⁻¹ := by field_simp
+      simp only [e1, e0, e2, Real.log_pow, Real.log_one, one_div, Real.log_inv]
       push_cast
       ring
@@ -66,18 +71,19 @@
       have hD : HasDerivAt (fun z => feynD l z) (-2 * (1 - z) + l ^ 2) z :=
         ((((hasDerivAt_id' z).const_sub 1).fun_pow 2).fun_add
-          ((hasDerivAt_id' z).const_mul (l ^ 2))).congr_deriv (by norm_num <;> ring)
+          ((hasDerivAt_id' z).const_mul (l ^ 2))).congr_deriv (by norm_num)
       have h := hne z hz
       refine (((hD.log h).const_mul (-1 / 3)).fun_add
         ((hasDerivAt_const z (l ^ 2 / 6)).fun_div hD h)).congr_deriv ?_
       simp only [sing]
-      field_simp
       ring
   rw [← hint, ← intervalIntegral.integral_add hs hr]
   refine intervalIntegral.integral_congr fun z hz => ?_
   have h := hne z hz
+  have hk : 1 / feynD l z = ((1 - z) ^ 2 + l ^ 2 * z) / feynD l z ^ 2 := by
+    have e : (1 - z) ^ 2 + l ^ 2 * z = feynD l z := rfl
+    rw [e]
+    field_simp
   simp only [sing, slopeIntegrand, regularPart]
-  unfold feynD at h ⊢
-  field_simp
-  ring
+  linear_combination (1 - z) / 3 * hk
 
 end
```

Cause. Both messages report that Lean ran out of its allowance of 200000 heartbeats, which the whole declaration shares. The first places this at `hP.comp_continuousOn`, in the proof that `regularPart` is integrable; the second is reported at the start of the declaration. At that step Lean must match a function of a triple, composed with a map still to be determined, against a goal where `regularPart` already has its three arguments. The messages don't say which unfolding used up the time.

The repair avoids the composition. It proves the three arguments continuous separately as `hp`, `hq` and `hw`, unfolds `regularPart`, and joins them by sums, products and quotients in the order of the formula.

The messages show no fault in the later algebra. There the repair confines `field_simp` to two small identities, `e2` and `hk`, and the final equality follows from a multiple of `hk` by `linear_combination`, without clearing denominators in the whole expression. Dropping `<;> ring` after `norm_num`, and `field_simp` from the derivative check, is tidying.
